# One symmetric Trotter step of the harmonic oscillator damps a Gaussian with effective energy arsinh(t/2)/t, at most t²/48 below 1/2

My projector Monte Carlo test run for the harmonic oscillator settles slightly below the exact ground-state energy $1/2$, and I can't tell whether I am looking at time-step error, statistical noise or a bug. An estimate that says only "the error is of order $t^2$" doesn't settle it, because it gives me no number to compare with at the time step I actually used.

I use units with $\hbar=m=\omega=1$ and the usual short-time kernel: half a potential step, free diffusion for time $t$, half a potential step. I have seen the claim that this kernel maps the Gaussian $e^{-ay^2/2}$ with $a=\sqrt{1+t^2/4}$ to $e^{-\operatorname{arsinh}(t/2)}$ times itself, so that the effective energy is $\operatorname{arsinh}(t/2)/t$, which is below $1/2$. Can this be derived rigorously for every $t>0$, with a bound on the error, and checked by machine?

## The Gaussian that a time step only rescales

Yes. The calculation is one Gaussian integral and two inequalities for arsinh, and the Lean file below proves the resulting decay factor and error bound for every $t>0$.

The Hamiltonian is $H=p^2/2+x^2/2$, and the short-time kernel is

$$K_t(x,y)=e^{-tx^2/4}\,\frac{1}{\sqrt{2\pi t}}\,e^{-(x-y)^2/(2t)}\,e^{-ty^2/4}.$$

Apply it to a trial Gaussian $e^{-ay^2/2}$ with $a>0$ still unknown. With $A=\frac{1}{2t}+\frac t4$, the total exponent is

$$-Ax^2+\frac{xy}{t}-\Big(A+\frac a2\Big)y^2 .$$

Integrating over $y$ leaves a Gaussian in $x$ with exponent $-\big(A-\frac{1}{4t^2(A+a/2)}\big)x^2$. It is the original Gaussian if this coefficient equals $-a/2$, which means

$$\Big(A-\frac a2\Big)\Big(A+\frac a2\Big)=\frac1{4t^2}.$$

Since $A^2=\frac1{4t^2}+\frac14+\frac{t^2}{16}$, this gives $a^2=1+t^2/4$.

For this $a$ the two numbers $a+t/2$ and $a-t/2$ are inverse to each other:

$$\Big(a+\frac t2\Big)\Big(a-\frac t2\Big)=a^2-\frac{t^2}4=1 .$$

The coefficient of $y^2$ also simplifies, because $(a+t/2)^2=1+t^2/2+at$ and therefore

$$A+\frac a2=\frac{1+t^2/2+at}{2t}=\frac{(a+t/2)^2}{2t}=:b .$$

The square is centred at $y_0=\frac{x}{2tb}=\frac{x}{(a+t/2)^2}=(a-t/2)^2x$, and the total exponent becomes $-\frac a2x^2-b(y-y_0)^2$.

Shifting $y$ by $y_0$ does not change the integral, so

$$\frac1{\sqrt{2\pi t}}\int e^{-b(y-y_0)^2}\,dy=\frac1{\sqrt{2\pi t}}\sqrt{\frac{\pi}{b}}=\frac1{\sqrt{2\pi t}}\cdot\frac{\sqrt{2\pi t}}{a+t/2}=\frac1{a+t/2}.$$

Because $e^{\operatorname{arsinh}s}=s+\sqrt{1+s^2}$, setting $s=t/2$ gives $a+t/2=e^{\operatorname{arsinh}(t/2)}$. One step therefore multiplies the Gaussian by $e^{-\operatorname{arsinh}(t/2)}$.

## The energy read off from the decay, and its error

Imaginary-time evolution damps an eigenstate of energy $E$ by $e^{-tE}$ in time $t$. Setting $e^{-tE}=e^{-\operatorname{arsinh}(t/2)}$ gives one solution,

$$E(t)=\frac{\operatorname{arsinh}(t/2)}{t},$$

and $n$ steps multiply the Gaussian by $e^{-ntE(t)}$.

For $s>0$ we have $\sinh u>u$ at $u=\operatorname{arsinh}s>0$, which says $s>\operatorname{arsinh}s$. With $s=t/2$ this is $E(t)<1/2$.

For the other side, let $g(u)=\operatorname{arsinh}u-u+u^3/6$. Then $g(0)=0$, and with $q=\sqrt{1+u^2}$,

$$g'(u)=\frac1q-1+\frac{q^2-1}{2}=\frac{q^3-3q+2}{2q}=\frac{(q-1)^2(q+2)}{2q}\ge0 .$$

Hence $\operatorname{arsinh}s\ge s-s^3/6$ for $s\ge0$. Setting $s=t/2$ and dividing by $t$ gives

$$0<\frac12-E(t)\le\frac{t^2}{48}.$$

At $t=1$ the effective energy is about $0.4812$. The error is about $0.0188$, and the bound is $1/48\approx0.0208$.

For this one-particle, one-dimensional model and this kernel, without importance sampling, the formula gives a reference value for the growth energy of a projector Monte Carlo program at the time step in use, before any extrapolation to $t=0$.

## The Lean file

```lean
import Mathlib

open MeasureTheory

namespace OscillatorTimeStep

noncomputable section

/-- The short-time kernel of the harmonic oscillator (unit mass and frequency): half a potential
step, free diffusion for time `t`, half a potential step. -/
def kernel (t x y : ℝ) : ℝ :=
  Real.exp (-t * x ^ 2 / 4) * (√(2 * Real.pi * t))⁻¹ * Real.exp (-(x - y) ^ 2 / (2 * t)) *
    Real.exp (-t * y ^ 2 / 4)

/-- One time step: the kernel integrated against a real function `f`. -/
def step (t : ℝ) (f : ℝ → ℝ) (x : ℝ) : ℝ := ∫ y, kernel t x y * f y

/-- The Gaussian exponent `a = √(1 + t²/4)` at time step `t`. -/
def width (t : ℝ) : ℝ := √(1 + t ^ 2 / 4)

/-- The unnormalised Gaussian `exp (-a x²/2)` with the exponent `a` belonging to time step `t`. -/
def gaussian (t x : ℝ) : ℝ := Real.exp (-(width t) * x ^ 2 / 2)

/-- The effective energy `arsinh (t/2) / t` at time step `t`. -/
def effectiveEnergy (t : ℝ) : ℝ := Real.arsinh (t / 2) / t

/-- Completing the square: the total exponent of kernel times Gaussian is the exponent of the same
Gaussian in `x` plus a shifted square in `y`. -/
theorem exponent_identity {t : ℝ} (ht : 0 < t) (x y : ℝ) :
    -t * x ^ 2 / 4 + -(x - y) ^ 2 / (2 * t) + -t * y ^ 2 / 4 + -(width t) * y ^ 2 / 2 =
      -(width t) * x ^ 2 / 2 +
        -((width t + t / 2) ^ 2 / (2 * t)) * (y - (width t - t / 2) ^ 2 * x) ^ 2 := by
  have h : width t ^ 2 = 1 + t ^ 2 / 4 := Real.sq_sqrt (by positivity)
  generalize width t = a at h ⊢
  -- the two factors a + t/2 and a - t/2 are inverse to each other
  have h1 : (a + t / 2) * (a - t / 2) = 1 := by linear_combination h
  have h2 : (a + t / 2) * (y - (a - t / 2) ^ 2 * x) = (a + t / 2) * y - (a - t / 2) * x := by
    linear_combination (-(a - t / 2) * x) * h1
  have h3 : (a + t / 2) ^ 2 / (2 * t) * (y - (a - t / 2) ^ 2 * x) ^ 2 =
      ((a + t / 2) * y - (a - t / 2) * x) ^ 2 / (2 * t) := by
    rw [← h2]; ring
  have h4 : ((a + t / 2) * y - (a - t / 2) * x) ^ 2 =
      (x - y) ^ 2 + t ^ 2 / 2 * (x ^ 2 + y ^ 2) + a * t * y ^ 2 - a * t * x ^ 2 := by
    linear_combination (y - x) ^ 2 * h
  have h5 : (a + t / 2) ^ 2 / (2 * t) * (y - (a - t / 2) ^ 2 * x) ^ 2 =
      (x - y) ^ 2 / (2 * t) + t / 4 * (x ^ 2 + y ^ 2) + a / 2 * y ^ 2 - a / 2 * x ^ 2 := by
    rw [h3, h4]
    first
      | (field_simp; done)
      | (field_simp; ring)
  linear_combination h5

/-- One time step multiplies the Gaussian by exactly `exp (-arsinh (t/2))`. -/
theorem step_gaussian {t : ℝ} (ht : 0 < t) (x : ℝ) :
    step t (gaussian t) x = Real.exp (-Real.arsinh (t / 2)) * gaussian t x := by
  have hs : 0 < width t + t / 2 := by
    have : 0 ≤ width t := Real.sqrt_nonneg _
    linarith
  have hint : ∀ y, kernel t x y * gaussian t y =
      ((√(2 * Real.pi * t))⁻¹ * gaussian t x) *
        Real.exp (-((width t + t / 2) ^ 2 / (2 * t)) *
          (y - (width t - t / 2) ^ 2 * x) ^ 2) := by
    intro y
    have e := congrArg Real.exp (exponent_identity ht x y)
    simp only [Real.exp_add] at e
    unfold kernel gaussian
    linear_combination (√(2 * Real.pi * t))⁻¹ * e
  -- the shifted Gaussian integral
  have hshift : ∀ b c : ℝ, ∫ y : ℝ, Real.exp (-b * (y - c) ^ 2) = √(Real.pi / b) := by
    intro b c
    have h := integral_sub_right_eq_self (μ := volume) (fun y : ℝ => Real.exp (-b * y ^ 2)) c
    exact h.trans (integral_gaussian b)
  have hroot : √(Real.pi / ((width t + t / 2) ^ 2 / (2 * t))) =
      √(2 * Real.pi * t) / (width t + t / 2) := by
    have h : Real.pi / ((width t + t / 2) ^ 2 / (2 * t)) =
        2 * Real.pi * t / (width t + t / 2) ^ 2 := by
      rw [div_div_eq_mul_div]; ring
    rw [h, Real.sqrt_div (by positivity), Real.sqrt_sq hs.le]
  have hexp : Real.exp (-Real.arsinh (t / 2)) = (width t + t / 2)⁻¹ := by
    have h : 1 + (t / 2) ^ 2 = 1 + t ^ 2 / 4 := by ring
    rw [Real.exp_neg, Real.exp_arsinh, h, add_comm (t / 2)]
    rfl
  have hn : √(2 * Real.pi * t) ≠ 0 := (Real.sqrt_pos.mpr (by positivity)).ne'
  unfold step
  simp only [hint]
  rw [integral_const_mul, hshift, hroot, hexp]
  calc _ = ((√(2 * Real.pi * t))⁻¹ * √(2 * Real.pi * t)) *
        ((width t + t / 2)⁻¹ * gaussian t x) := by ring
    _ = _ := by rw [inv_mul_cancel₀ hn, one_mul]

/-- A number `E` describes the decay `exp (-t E)` of the Gaussian in one time step if and only if
it is the effective energy `arsinh (t/2) / t`. -/
theorem decay_iff_effectiveEnergy {t : ℝ} (ht : 0 < t) (E : ℝ) :
    (∀ x, step t (gaussian t) x = Real.exp (-(t * E)) * gaussian t x) ↔
      E = effectiveEnergy t := by
  constructor
  · intro h
    have h0 := (step_gaussian ht 0).symm.trans (h 0)
    have h1 := Real.exp_injective (mul_right_cancel₀ (Real.exp_pos _).ne' h0)
    unfold effectiveEnergy
    rw [eq_div_iff ht.ne']
    linarith
  · rintro rfl x
    rw [step_gaussian ht x, effectiveEnergy, mul_div_cancel₀ _ ht.ne']

/-- After `n` time steps the Gaussian has decayed by the factor `exp (-n t E)`, with `E` the
effective energy. -/
theorem iterate_step_gaussian {t : ℝ} (ht : 0 < t) (n : ℕ) :
    (step t)^[n] (gaussian t) =
      fun x => Real.exp (-(n * (t * effectiveEnergy t))) * gaussian t x := by
  induction n with
  | zero => funext x; simp
  | succ n ih =>
    rw [Function.iterate_succ_apply', ih]
    funext x
    -- the step is linear, so the accumulated factor can be pulled out
    have hlin : ∀ c : ℝ, step t (fun y => c * gaussian t y) x = c * step t (gaussian t) x := by
      intro c
      unfold step
      rw [← integral_const_mul]
      congr 1
      funext y
      ring
    rw [hlin, (decay_iff_effectiveEnergy ht _).mpr rfl x, ← mul_assoc, ← Real.exp_add]
    congr 2
    push_cast
    ring

/-- The cubic lower bound `s - s³/6 ≤ arsinh s` for `s ≥ 0`. -/
theorem cubic_le_arsinh {s : ℝ} (hs : 0 ≤ s) : s - s ^ 3 / 6 ≤ Real.arsinh s := by
  have key : ∀ q : ℝ, 0 < q → 0 ≤ q⁻¹ - 1 + (q ^ 2 - 1) / 2 := by
    intro q hq
    have h : q⁻¹ - 1 + (q ^ 2 - 1) / 2 = (q - 1) ^ 2 * (q + 2) / (2 * q) := by
      first
        | (field_simp; done)
        | (field_simp; ring)
    rw [h]
    positivity
  have hd : ∀ u : ℝ, HasDerivAt (fun u => Real.arsinh u - u + u ^ 3 / 6)
      ((√(1 + u ^ 2))⁻¹ - 1 + u ^ 2 / 2) u := by
    intro u
    have hp : HasDerivAt (fun u : ℝ => u ^ 3 / 6) (u ^ 2 / 2) u := by
      refine ((hasDerivAt_pow 3 u).div_const 6).congr_deriv ?_
      first
        | (norm_num; done)
        | (norm_num; ring)
    exact ((Real.hasDerivAt_arsinh u).fun_sub (hasDerivAt_id' u)).fun_add hp
  -- the difference of the two sides is increasing and vanishes at zero
  have hm : Monotone (fun u : ℝ => Real.arsinh u - u + u ^ 3 / 6) := by
    refine monotone_of_deriv_nonneg (fun u => (hd u).differentiableAt) (fun u => ?_)
    rw [(hd u).deriv]
    have h := key (√(1 + u ^ 2)) (Real.sqrt_pos.mpr (by positivity))
    rw [Real.sq_sqrt (by positivity)] at h
    linarith
  have h := hm hs
  simp only [Real.arsinh_zero] at h
  linarith

/-- The effective energy lies strictly below `1/2`, by at most `t²/48`. -/
theorem time_step_error {t : ℝ} (ht : 0 < t) :
    effectiveEnergy t < 1 / 2 ∧ 1 / 2 - effectiveEnergy t ≤ t ^ 2 / 48 := by
  unfold effectiveEnergy
  constructor
  · have h := Real.self_lt_sinh_iff.mpr (Real.arsinh_pos_iff.mpr (half_pos ht))
    rw [Real.sinh_arsinh] at h
    rw [div_lt_iff₀ ht]
    linarith
  · have h := cubic_le_arsinh (half_pos ht).le
    have h2 : 1 / 2 - t ^ 2 / 48 ≤ Real.arsinh (t / 2) / t := by
      rw [le_div_iff₀ ht]
      calc (1 / 2 - t ^ 2 / 48) * t = t / 2 - (t / 2) ^ 3 / 6 := by ring
        _ ≤ _ := h
    linarith

end

end OscillatorTimeStep
```

```lean
#print axioms OscillatorTimeStep.decay_iff_effectiveEnergy
#print axioms OscillatorTimeStep.iterate_step_gaussian
#print axioms OscillatorTimeStep.time_step_error
```

```
'OscillatorTimeStep.decay_iff_effectiveEnergy' depends on axioms: [propext, Classical.choice, Quot.sound]
'OscillatorTimeStep.iterate_step_gaussian' depends on axioms: [propext, Classical.choice, Quot.sound]
'OscillatorTimeStep.time_step_error' depends on axioms: [propext, Classical.choice, Quot.sound]
```

## What the theorems say

`kernel t x y` is $K_t(x,y)$, factor by factor. `step t f` is the function $x\mapsto\int K_t(x,y)f(y)\,dy$, with the integral over the whole real line. `width t` is $a$, `gaussian t` is the unnormalised function $e^{-ax^2/2}$, and `effectiveEnergy t` is $E(t)$. To normalise the Gaussian in $L^2$, multiply it by $(a/\pi)^{1/4}$; the decay factor is unaffected, since the step is linear.

The main theorems have one hypothesis on the time step, `0 < t`. There is no smallness condition.

- `step_gaussian` says that at every point $x$ the propagated Gaussian equals $e^{-\operatorname{arsinh}(t/2)}$ times the original.
- `decay_iff_effectiveEnergy` says that a real number $E$ satisfies "the step multiplies the Gaussian by $e^{-tE}$ at every $x$" exactly when $E=E(t)$. This ties the definition of the effective energy to its physical meaning as a decay rate.
- `iterate_step_gaussian` treats $n$ successive steps as an equality of functions, including $n=0$, where nothing happens.
- `time_step_error` contains the two inequalities $E(t)<1/2$ and $1/2-E(t)\le t^2/48$.

The kernel is a definition here. The file does not construct $H$ as an operator, derive the kernel from a Trotter splitting, or compute the exact ground-state energy; in `time_step_error` the value $1/2$ enters as a number. Walkers, population control and statistical noise are absent too: `step` is the deterministic integral that a simulation samples.

The theorems concern one eigenfunction and do not rank it among the others. That a long run approaches this Gaussian rests on a further argument, not formalised here: the kernel is symmetric, strictly positive and square-integrable, and for such a kernel a positive square-integrable eigenfunction belongs to the largest eigenvalue, which is simple and strictly larger than the modulus of every other eigenvalue. Starting from a nonnegative, nonzero square-integrable function, which always overlaps the Gaussian, the normalised iterates therefore converge to the normalised Gaussian.

## How the proof follows the calculation

`exponent_identity` is the completed square. Its auxiliary facts are the steps by hand: `h1` is $(a+t/2)(a-t/2)=1$, `h2` and `h3` rewrite the shifted square as $\big((a+t/2)y-(a-t/2)x\big)^2/(2t)$, and `h4` and `h5` expand it.

`step_gaussian` uses this identity in `hint` to rewrite the integrand as a constant times a shifted Gaussian. In `hshift`, translation invariance of the integral removes the shift and Mathlib's `integral_gaussian` supplies $\sqrt{\pi/b}$. That formula is stated for every real $b$, with both sides zero when the integral diverges; here $b=(a+t/2)^2/(2t)$ is positive, so it is the ordinary Gaussian integral. `hroot` simplifies the square root, `hexp` identifies $1/(a+t/2)$ with $e^{-\operatorname{arsinh}(t/2)}$, and the final `calc` cancels $\sqrt{2\pi t}$.

For the uniqueness in `decay_iff_effectiveEnergy`, the proof compares the two expressions at $x=0$, cancels the nonzero value of the Gaussian there and uses the injectivity of the exponential. The converse is `step_gaussian` again. `iterate_step_gaussian` is an induction on $n$: `hlin` pulls the accumulated factor out of the integral, and the next step contributes another $e^{-tE(t)}$.

In `cubic_le_arsinh`, `key` is the factorisation with $(q-1)^2(q+2)$, `hd` computes $g'$, and `hm` concludes that $g$ is increasing. Comparing $g(0)$ with $g(s)$ gives the cubic bound. `time_step_error` then puts $s=t/2$ into both arsinh inequalities and divides by $t$.

## Treating the square root as a letter with one equation

The algebra turns on `linear_combination`, prepared by `generalize`. Polynomial tactics treat `width t` as an unknown symbol and do not use the fact that it is a square root, so the one property that the completed square needs has to be supplied. The proof records that property as `h`, namely $a^2=1+t^2/4$, and then `generalize width t = a at h ⊢` replaces the root by a plain variable $a$.

From there, `linear_combination c * h` proves an equation by checking that the difference of its two sides equals $c$ times the difference of the two sides of `h`, as an identity of commutative algebra. In `h4` the coefficient is $(y-x)^2$, and the identity being checked is

$$\Big[\big(a+\tfrac t2\big)y-\big(a-\tfrac t2\big)x\Big]^2-\Big[(x-y)^2+\tfrac{t^2}{2}(x^2+y^2)+at(y^2-x^2)\Big]=(y-x)^2\Big(a^2-1-\tfrac{t^2}4\Big).$$

Among positive $a$, the right-hand side vanishes for all $x$ and $y$ only at the $a$ found above. The coefficient thus shows where the condition on the width enters.

## An energy below 1/2 does not violate the variational principle

The result $E(t)<1/2$ can look like a sign error, since no normalised state has an expectation value of $H$ below the ground-state energy. But $E(t)$ is a decay rate of the approximate propagator, not an expectation value of $H$. The expectation value in the same Gaussian is

$$\langle H\rangle=\frac a4+\frac1{4a}\ge\frac12,$$

with the kinetic energy first and the potential energy second. The two quantities agree in the limit $t\to0$ and err in opposite directions at finite $t$. For this model and kernel, without importance sampling, a program that reports the growth energy should therefore be compared with $\operatorname{arsinh}(t/2)/t$, not with $\langle H\rangle$.
